# Cutting off the hydrogen 1s state at wave number $K$ costs order $1/K$ in contact density and $1/K^3$ in kinetic energy

**A:** Take the exact hydrogen 1s state in atomic units and discard all wave numbers above $K$. Let $r(K)$ be the remaining amplitude at the nucleus divided by the exact one, and $\delta(K)$ the fraction of the kinetic energy that was discarded. As $K\to\infty$,

$$K\,(1-r(K)^2)\to\frac{8}{\pi},\qquad K^3\int_K^\infty\frac{k^4}{(1+k^2)^4}\,dk\to\frac13,\qquad K^2\,\frac{\delta(K)}{1-r(K)^2}\to\frac43 .$$

**Q:** Where do these integrals come from?

**A:** The Fourier transform of $e^{-|\mathbf x|}$ is $8\pi/(1+k^2)^2$, so the momentum amplitude is proportional to $\varphi(k)=1/(1+k^2)^2$. The value at the nucleus is the integral of the amplitude over $\mathbf k$-space, proportional to $\int k^2\varphi\,dk$. The kinetic energy weights $\varphi^2$ by a further $k^2$, which gives $\int k^4\varphi^2\,dk$.

**Q:** Then derive the contact limit by hand.

**A:** Differentiating $\tfrac12\left(\arctan k-\frac{k}{1+k^2}\right)$ gives

$$\frac12\left(\frac1{1+k^2}-\frac{1-k^2}{(1+k^2)^2}\right)=\frac{k^2}{(1+k^2)^2}.$$

The full integral is therefore $\pi/4$, and

$$r(K)=\frac4\pi\int_0^K\frac{k^2}{(1+k^2)^2}\,dk=\frac2\pi\left(\arctan K-\frac{K}{1+K^2}\right).$$

For $K>0$ we have $\pi/2-\arctan K=\arctan(1/K)$, and $K\arctan(1/K)\to1$ because $\arctan$ has slope 1 at zero. Hence

$$K(1-r)=\frac2\pi\left(K\arctan\frac1K+\frac{K^2}{1+K^2}\right)\to\frac4\pi .$$

Since $1+r\to2$, the product $K(1-r)(1+r)$ tends to $8/\pi$.

**Q:** And the kinetic energy?

**A:** For $k\ge K>0$, write the integrand as $\left(\frac{k^2}{1+k^2}\right)^4\frac1{k^4}$. The bracket increases with $k$ and stays below 1, and $\int_K^\infty k^{-4}\,dk=1/(3K^3)$, so

$$\frac13\left(\frac{K^2}{1+K^2}\right)^4\le K^3\int_K^\infty\frac{k^4}{(1+k^2)^4}\,dk\le\frac13 .$$

Both ends tend to $1/3$.

To get a relative error we need the full integral. Put $u=1/(1+k^2)$. Then $\frac{d}{dk}(k u^n)=(1-2n)u^n+2n\,u^{n+1}$, so

$$\frac{d}{dk}\left[\frac{\arctan k}{16}+\frac{ku}{16}-\frac{7ku^2}{24}+\frac{ku^3}{6}\right]=u^2-2u^3+u^4=u^2(1-u)^2=\frac{k^4}{(1+k^2)^4}.$$

The bracket runs from $0$ at $k=0$ to $\pi/32$ at infinity. So $K^3\delta(K)\to\frac{32}{\pi}\cdot\frac13$, and dividing by $8/\pi$ gives $4/3$.

**Q:** Now the formal version. What physics has been put in by hand?

**A:** The amplitude is a definition; it is not derived from the Schrödinger equation.

```lean
import Mathlib

open Filter Set MeasureTheory
open scoped Real Topology

namespace PlaneWaveCutoff

/-- The hydrogen 1s amplitude at wave number `k`, in atomic units and without its
normalisation constant. -/
noncomputable def amplitude (k : ℝ) : ℝ := 1 / (1 + k ^ 2) ^ 2
```

**Q:** It isn't normalised. Doesn't that spoil the numbers?

**A:** No. Both physical quantities are ratios, so the constant cancels. `contactRatio K` is $r(K)$: the integral from $0$ to $K$ over the integral on `Ioi 0`, the open half-line $(0,\infty)$. The prefactor $4/\pi$ doesn't appear in the definition; it is proved later.

```lean
/-- The 1s amplitude at the nucleus built from wave numbers up to a cutoff `K ≥ 0`, relative to the
amplitude built from all wave numbers. -/
noncomputable def contactRatio (K : ℝ) : ℝ :=
  (∫ k in (0 : ℝ)..K, k ^ 2 * amplitude k) / ∫ k in Ioi (0 : ℝ), k ^ 2 * amplitude k
```

`kineticDeficit K` is $\delta(K)$, the tail above $K$ over the whole.

```lean
/-- The fraction of the 1s kinetic energy carried by wave numbers above a cutoff `K ≥ 0`. -/
noncomputable def kineticDeficit (K : ℝ) : ℝ :=
  (∫ k in Ioi K, k ^ 4 * amplitude k ^ 2) / ∫ k in Ioi (0 : ℝ), k ^ 4 * amplitude k ^ 2
```

**Q:** How do the theorems express the three limits?

**A:** `Tendsto … atTop (𝓝 c)` says that the expression tends to $c$ as the real cutoff $K$ grows without bound. `contact_density_error`, `kinetic_tail_limit` and `kinetic_versus_contact` are the three limits in the order I gave them. None has a hypothesis. The finite-cutoff bounds in `kinetic_tail_bounds` require only `0 < K`.

**Q:** A plane-wave code optimises its coefficients at each cutoff. Is that what this describes?

**A:** No. Here the exact coefficients below $K$ are kept unchanged, without renormalisation or variational relaxation. The wave numbers are continuous, as in infinite space, the electron is non-relativistic, and the nucleus is a point charge with no pseudopotential. Within this one-electron model, the result shows that a cutoff which looks converged for the kinetic energy may be poor for a Fermi contact coupling, which is proportional to the spin density at the nucleus (for a single electron, the density itself). At $K=10$ the formulas give a contact-density error of about 24%, against about 0.3% for the kinetic energy.

**Q:** Take me through the proof, then.

**A:** First come three elementary limits. The third, $k/(1+k^2)\to0$, is obtained by multiplying the second by $1/k$.

```lean
/-- Three limits at large wave number: `1/(1+k²)` tends to 0, `k²/(1+k²)` to 1 and
`k/(1+k²)` to 0. -/
theorem lorentzian_limits :
    Tendsto (fun k : ℝ => 1 / (1 + k ^ 2)) atTop (𝓝 0) ∧
    Tendsto (fun k : ℝ => k ^ 2 / (1 + k ^ 2)) atTop (𝓝 1) ∧
    Tendsto (fun k : ℝ => k / (1 + k ^ 2)) atTop (𝓝 0) := by
  have h1 : Tendsto (fun k : ℝ => 1 / (1 + k ^ 2)) atTop (𝓝 0) :=
    tendsto_const_nhds.div_atTop
      (tendsto_atTop_add_const_left _ 1 (tendsto_pow_atTop (by norm_num)))
  have h2 : Tendsto (fun k : ℝ => k ^ 2 / (1 + k ^ 2)) atTop (𝓝 1) := by
    have h := h1.const_sub 1
    rw [sub_zero] at h
    refine h.congr fun k => ?_
    have hk : 1 + k ^ 2 ≠ 0 := by positivity
    rw [sub_eq_iff_eq_add, ← add_div, add_comm (k ^ 2) 1, div_self hk]
  refine ⟨h1, h2, ?_⟩
  have h := h2.mul (tendsto_inv_atTop_zero (𝕜 := ℝ))
  rw [mul_zero] at h
  refine h.congr' ?_
  filter_upwards [eventually_gt_atTop 0] with k hk
  field_simp
```

Next is the contact antiderivative. The differentiation rules produce a derivative, and `field_simp` and `ring` verify that it equals the integrand.

```lean
/-- The contact integrand `k²/(1+k²)²` has the antiderivative `(arctan k - k/(1+k²))/2`. -/
theorem contact_antiderivative (k : ℝ) :
    HasDerivAt (fun x : ℝ => (Real.arctan x - x / (1 + x ^ 2)) / 2)
      (k ^ 2 * amplitude k) k := by
  have hk : 1 + k ^ 2 ≠ 0 := by positivity
  have h : HasDerivAt (fun x : ℝ => 1 + x ^ 2) (2 * k) k :=
    ((hasDerivAt_pow 2 k).const_add 1).congr_deriv (by norm_num)
  refine (((Real.hasDerivAt_arctan k).fun_sub
    ((hasDerivAt_id' k).fun_div h hk)).div_const 2).congr_deriv ?_
  unfold amplitude
  field_simp
  ring
```

**Q:** And this fixes the $4/\pi$?

**A:** Yes. In the next proof, `htot` evaluates the full integral as $\pi/4$ from the antiderivative, its limit at infinity and the positivity of the integrand. The fundamental theorem of calculus handles the finite interval. The two conclusions are the integral formula and the closed form of $r(K)$.

```lean
/-- The relative amplitude at the nucleus is `4/π` times the cutoff integral of
`k²/(1+k²)²`, which equals `(2/π)(arctan K - K/(1+K²))`. -/
theorem contactRatio_eq (K : ℝ) :
    contactRatio K = 4 / π * ∫ k in (0 : ℝ)..K, k ^ 2 / (1 + k ^ 2) ^ 2 ∧
    contactRatio K = 2 / π * (Real.arctan K - K / (1 + K ^ 2)) := by
  have hpos : ∀ x : ℝ, 0 ≤ x ^ 2 * amplitude x := fun x => by
    unfold amplitude
    positivity
  have hlim := (((Real.tendsto_arctan_atTop.mono_right nhdsWithin_le_nhds).sub
    lorentzian_limits.2.2).div_const 2)
  -- the full integral fixes the prefactor
  have htot : ∫ k in Ioi (0 : ℝ), k ^ 2 * amplitude k = π / 4 := by
    refine (integral_Ioi_of_hasDerivAt_of_nonneg' (fun x _ => contact_antiderivative x)
      (fun x _ => hpos x) hlim).trans ?_
    simp only [Real.arctan_zero]
    ring
  have hcont : Continuous fun k : ℝ => k ^ 2 * amplitude k := by
    unfold amplitude
    exact (continuous_pow 2).mul
      (continuous_const.div (by fun_prop) (fun x => by positivity))
  constructor
  · rw [contactRatio, htot]
    simp only [amplitude, mul_one_div]
    ring
  · rw [contactRatio, htot, intervalIntegral.integral_eq_sub_of_hasDerivAt
      (fun x _ => contact_antiderivative x) (hcont.intervalIntegrable _ _)]
    simp only [Real.arctan_zero]
    ring
```

**Q:** Where does the slope of $\arctan$ enter?

**A:** In `hA` below. The derivative at zero is written as a limit of difference quotients, evaluated at step $K^{-1}$, and `Real.arctan_inv_of_pos` turns $\arctan(1/K)$ into $\pi/2-\arctan K$. Then `hr` gives $r\to1$, and the limits of $K(1-r)$ and $1+r$ are multiplied. The last line, a `linear_combination`, confirms that the product is $K(1-r^2)$.

```lean
/-- The relative error of the contact density, multiplied by the cutoff `K`, tends to `8/π`. -/
theorem contact_density_error :
    Tendsto (fun K : ℝ => K * (1 - contactRatio K ^ 2)) atTop (𝓝 (8 / π)) := by
  -- the slope of arctan at zero governs its approach to π/2
  have hA : Tendsto (fun K : ℝ => K * (π / 2 - Real.arctan K)) atTop (𝓝 1) := by
    have h := hasDerivAt_iff_tendsto_slope_zero.1 (Real.hasDerivAt_arctan 0)
    have e : (1 : ℝ) / (1 + 0 ^ 2) = 1 := by norm_num
    rw [e] at h
    have hinv : Tendsto (fun K : ℝ => K⁻¹) atTop (𝓝[≠] 0) :=
      tendsto_nhdsWithin_iff.2 ⟨tendsto_inv_atTop_zero, by
        filter_upwards [eventually_gt_atTop 0] with K hK
        exact inv_ne_zero hK.ne'⟩
    refine (h.comp hinv).congr' ?_
    filter_upwards [eventually_gt_atTop 0] with K hK
    simp [Function.comp, Real.arctan_inv_of_pos hK]
  have hp : 2 / π * (π / 2) = 1 := by
    rw [div_mul_div_comm, mul_comm 2 π]
    exact div_self (by positivity)
  have hr := ((Real.tendsto_arctan_atTop.mono_right nhdsWithin_le_nhds).sub
    lorentzian_limits.2.2).const_mul (2 / π)
  rw [sub_zero, hp] at hr
  have h := ((hA.add lorentzian_limits.2.1).const_mul (2 / π)).mul (hr.const_add 1)
  have e : 2 / π * (1 + 1) * (1 + 1) = 8 / π := by ring
  rw [e] at h
  refine h.congr fun K => ?_
  -- factor 1 - r² as (1 - r)(1 + r)
  rw [(contactRatio_eq K).2]
  linear_combination (1 + 2 / π * (Real.arctan K - K / (1 + K ^ 2))) * K * hp
```

**Q:** Lean assigns the value zero to the integral of a non-integrable function. Could the kinetic tail be small for that reason?

**A:** The next theorem excludes it by proving integrability alongside the closed form. Its `hd` is the $u$-calculation above, and $K=0$ will give the full integral $\pi/32$.

```lean
/-- The kinetic integrand `k⁴/(1+k²)⁴` is integrable above any `K`, and its tail has a
closed form. -/
theorem kinetic_tail_closed (K : ℝ) :
    IntegrableOn (fun k : ℝ => k ^ 4 / (1 + k ^ 2) ^ 4) (Ioi K) ∧
    ∫ k in Ioi K, k ^ 4 / (1 + k ^ 2) ^ 4 = π / 32 - (Real.arctan K / 16 + K / (1 + K ^ 2) *
      (1 / 16 - 7 / 24 * (1 / (1 + K ^ 2)) + 1 / 6 * (1 / (1 + K ^ 2)) ^ 2)) := by
  have hd : ∀ k : ℝ, HasDerivAt (fun x : ℝ => Real.arctan x / 16 + x / (1 + x ^ 2) *
      (1 / 16 - 7 / 24 * (1 / (1 + x ^ 2)) + 1 / 6 * (1 / (1 + x ^ 2)) ^ 2))
      (k ^ 4 / (1 + k ^ 2) ^ 4) k := by
    intro k
    have hk : 1 + k ^ 2 ≠ 0 := by positivity
    have h : HasDerivAt (fun x : ℝ => 1 + x ^ 2) (2 * k) k :=
      ((hasDerivAt_pow 2 k).const_add 1).congr_deriv (by norm_num)
    have hv := (hasDerivAt_const k (1 : ℝ)).fun_div h hk
    have hv2 : HasDerivAt (fun x : ℝ => (1 / (1 + x ^ 2)) ^ 2) _ k :=
      (hv.fun_mul hv).congr_of_eventuallyEq (Eventually.of_forall fun x => pow_two _)
    refine (((Real.hasDerivAt_arctan k).div_const 16).fun_add
      (((hasDerivAt_id' k).fun_div h hk).fun_mul
        (((hv.const_mul (7 / 24)).const_sub (1 / 16)).fun_add
          (hv2.const_mul (1 / 6))))).congr_deriv ?_
    field_simp
    ring
  have hpos : ∀ x : ℝ, 0 ≤ x ^ 4 / (1 + x ^ 2) ^ 4 := fun x => by positivity
  obtain ⟨l1, -, l3⟩ := lorentzian_limits
  have hl := ((Real.tendsto_arctan_atTop.mono_right nhdsWithin_le_nhds).div_const 16).add
    (l3.mul (((l1.const_mul (7 / 24)).const_sub (1 / 16)).add ((l1.pow 2).const_mul (1 / 6))))
  refine ⟨integrableOn_Ioi_deriv_of_nonneg' (fun x _ => hd x) (fun x _ => hpos x) hl, ?_⟩
  refine (integral_Ioi_of_hasDerivAt_of_nonneg' (fun x _ => hd x)
    (fun x _ => hpos x) hl).trans ?_
  ring
```

The bounds come from comparison with the power law. `hJ` is $K^3\int_K^\infty x^{-4}\,dx=1/3$, and `he` is the factorisation of the integrand. `setIntegral_mono_on` then integrates each pointwise inequality: the lower one replaces the bracket by its value at $K$, the upper one replaces it by 1.

```lean
/-- At every cutoff `K > 0`, the kinetic tail times `K³` lies between
`(K²/(1+K²))⁴/3` and `1/3`. -/
theorem kinetic_tail_bounds {K : ℝ} (hK : 0 < K) :
    (K ^ 2 / (1 + K ^ 2)) ^ 4 / 3 ≤ K ^ 3 * ∫ k in Ioi K, k ^ 4 / (1 + k ^ 2) ^ 4 ∧
    K ^ 3 * ∫ k in Ioi K, k ^ 4 / (1 + k ^ 2) ^ 4 ≤ 1 / 3 := by
  have hd : ∀ x ∈ Ici K, HasDerivAt (fun y : ℝ => (-1 / 3) / y ^ 3) (1 / x ^ 4) x := by
    intro x hx
    have hx0 : 0 < x := lt_of_lt_of_le hK hx
    have h3 : HasDerivAt (fun y : ℝ => y ^ 3) (3 * x ^ 2) x :=
      (hasDerivAt_pow 3 x).congr_deriv (by norm_num)
    refine ((hasDerivAt_const x (-1 / 3 : ℝ)).fun_div h3 (by positivity)).congr_deriv ?_
    rw [div_eq_div_iff (by positivity) (by positivity)]
    ring
  have hpos : ∀ x ∈ Ioi K, 0 ≤ 1 / x ^ 4 := fun x _ => by positivity
  have hl : Tendsto (fun y : ℝ => (-1 / 3) / y ^ 3) atTop (𝓝 0) :=
    tendsto_const_nhds.div_atTop (tendsto_pow_atTop (by norm_num))
  have hi : IntegrableOn (fun x : ℝ => 1 / x ^ 4) (Ioi K) :=
    integrableOn_Ioi_deriv_of_nonneg' hd hpos hl
  have hJ : K ^ 3 * ∫ x in Ioi K, 1 / x ^ 4 = 1 / 3 := by
    rw [integral_Ioi_of_hasDerivAt_of_nonneg' hd hpos hl]
    have e : K ^ 3 * (0 - (-1 / 3) / K ^ 3) = 1 / 3 * (K ^ 3 / K ^ 3) := by ring
    rw [e, div_self (by positivity), mul_one]
  -- compare the integrand with the pure power law
  have he : ∀ x ∈ Ioi K,
      x ^ 4 / (1 + x ^ 2) ^ 4 = (x ^ 2 / (1 + x ^ 2)) ^ 4 * (1 / x ^ 4) := by
    intro x hx
    have hx0 : 0 < x := lt_trans hK hx
    field_simp
  have hf := (kinetic_tail_closed K).1
  constructor
  · have h := setIntegral_mono_on (hi.const_mul ((K ^ 2 / (1 + K ^ 2)) ^ 4)) hf
      measurableSet_Ioi (fun x hx => by
        have hx' : K < x := hx
        rw [he x hx]
        refine mul_le_mul_of_nonneg_right (pow_le_pow_left₀ (by positivity) ?_ 4) (hpos x hx)
        rw [div_le_div_iff₀ (by positivity) (by positivity)]
        nlinarith)
    rw [integral_const_mul] at h
    have h' := mul_le_mul_of_nonneg_left h (pow_pos hK 3).le
    refine le_trans (le_of_eq ?_) h'
    linear_combination (-(K ^ 2 / (1 + K ^ 2)) ^ 4) * hJ
  · have h := setIntegral_mono_on hf hi measurableSet_Ioi (fun x hx => by
      rw [he x hx]
      refine mul_le_of_le_one_left (hpos x hx) (pow_le_one₀ (by positivity) ?_)
      rw [div_le_one (by positivity)]
      linarith)
    exact (mul_le_mul_of_nonneg_left h (pow_pos hK 3).le).trans hJ.le
```

The limit follows by squeezing. Only large $K$ matters, so the bounds are used for $K>0$.

```lean
/-- The kinetic tail above the cutoff `K`, multiplied by `K³`, tends to `1/3`. -/
theorem kinetic_tail_limit :
    Tendsto (fun K : ℝ => K ^ 3 * ∫ k in Ioi K, k ^ 4 / (1 + k ^ 2) ^ 4)
      atTop (𝓝 (1 / 3)) := by
  have h := (lorentzian_limits.2.1.pow 4).div_const 3
  rw [one_pow] at h
  refine tendsto_of_tendsto_of_tendsto_of_le_of_le' h tendsto_const_nhds ?_ ?_
  · filter_upwards [eventually_gt_atTop 0] with K hK using (kinetic_tail_bounds hK).1
  · filter_upwards [eventually_gt_atTop 0] with K hK using (kinetic_tail_bounds hK).2
```

**Q:** That leaves the comparison of the two relative errors.

**A:** It divides the two limits, which is allowed because $8/\pi\ne0$. `hk` writes $\delta(K)$ as $32/\pi$ times the tail, and `hn` splits $K^3$ into $K\cdot K^2$, so that one factor $K$ cancels against the one in $K(1-r^2)$.

```lean
/-- The relative kinetic-energy error divided by the relative contact-density error,
multiplied by `K²`, tends to `4/3`. -/
theorem kinetic_versus_contact :
    Tendsto (fun K : ℝ => K ^ 2 * (kineticDeficit K / (1 - contactRatio K ^ 2)))
      atTop (𝓝 (4 / 3)) := by
  have hi : ∀ k : ℝ, k ^ 4 * amplitude k ^ 2 = k ^ 4 / (1 + k ^ 2) ^ 4 := by
    intro k
    have h : ((1 + k ^ 2) ^ 2) ^ 2 = (1 + k ^ 2) ^ 4 := by ring
    rw [amplitude, div_pow, one_pow, h, mul_one_div]
  have htot : ∫ k in Ioi (0 : ℝ), k ^ 4 / (1 + k ^ 2) ^ 4 = π / 32 := by
    rw [(kinetic_tail_closed 0).2, Real.arctan_zero]
    ring
  have h := (kinetic_tail_limit.const_mul (32 / π)).div contact_density_error (by positivity)
  have e : 32 / π * (1 / 3) / (8 / π) = 4 / 3 := by
    rw [div_eq_iff (by positivity)]
    ring
  rw [e] at h
  refine h.congr' ?_
  filter_upwards [eventually_gt_atTop 0] with K hK
  -- one power of the cutoff cancels between the two errors
  have hk : kineticDeficit K = 32 / π * ∫ k in Ioi K, k ^ 4 / (1 + k ^ 2) ^ 4 := by
    simp only [kineticDeficit, hi]
    rw [htot]
    ring
  have hn : 32 / π * (K ^ 3 * ∫ k in Ioi K, k ^ 4 / (1 + k ^ 2) ^ 4) =
      K * (K ^ 2 * kineticDeficit K) := by
    rw [hk]
    ring
  simp only [Pi.div_apply]
  rw [hn, mul_div_mul_left _ _ hK.ne', mul_div_assoc]

end PlaneWaveCutoff
```

```lean
#print axioms PlaneWaveCutoff.kinetic_versus_contact
```

```
'PlaneWaveCutoff.kinetic_versus_contact' depends on axioms: [propext, Classical.choice, Quot.sound]
```

**Q:** You left the truncated state unnormalised. How much norm does it lose?

**A:** The same squeeze answers that, though I give this estimate by hand and the file has no theorem for it. The norm integrand is $k^2\varphi^2=\left(\frac{k^2}{1+k^2}\right)^4\frac1{k^6}$, and $\int_K^\infty k^{-6}\,dk=1/(5K^5)$, so

$$K^5\int_K^\infty\frac{k^2}{(1+k^2)^4}\,dk\to\frac15 .$$

The lost norm falls as $1/K^5$, faster than either error, so renormalising the truncated state would leave both leading terms as they are.
